# The Gibbs average energy of a harmonic mode is its zero-point energy plus Planck's thermal energy

The theorem concerns a single harmonic mode of frequency w > 0 at temperature T > 0, in units with ħ = k_B = 1, whose levels are w(k + 1/2) for k = 0, 1, 2, and so on. It states that the sum of these levels, each multiplied by its Boltzmann weight, divided by the sum of the weights, equals w/2 + w/(exp(w/T) − 1). The attempt writes each weight as a constant a = exp(−w/(2T)) times the k-th power of r = exp(−w/T). It then evaluates both series from the known sums of r^k and k r^k, and leaves the final identity to algebra.

The failing Lean file:

```lean
import Mathlib

open scoped ComplexOrder

namespace PhononEquipartition

noncomputable section

/-- The energy levels `w (k + 1/2)` of a harmonic mode of frequency `w`, with `ħ = 1`. -/
def level (w : ℝ) (k : ℕ) : ℝ := w * (k + 1 / 2)

/-- Zero-point energy plus Planck's thermal energy of a mode of frequency `w` at temperature `T`,
for `w, T > 0` and `ħ = k_B = 1`. -/
def modeEnergy (w T : ℝ) : ℝ := w / 2 + w / (Real.exp (w / T) - 1)

/-- The mode energy is the Gibbs average of the oscillator levels. -/
theorem gibbs_average_eq_modeEnergy {w T : ℝ} (hw : 0 < w) (hT : 0 < T) :
    (∑' k : ℕ, level w k * Real.exp (-level w k / T)) / (∑' k : ℕ, Real.exp (-level w k / T))
      = modeEnergy w T := by
  have hr1 : Real.exp (-(w / T)) < 1 := Real.exp_lt_one (neg_lt_zero.2 (div_pos hw hT))
  have hr0 : 0 < Real.exp (-(w / T)) := Real.exp_pos _
  have ha : 0 < Real.exp (-(w / (2 * T))) := Real.exp_pos _
  have hE : Real.exp (w / T) = (Real.exp (-(w / T)))⁻¹ := by rw [Real.exp_neg, inv_inv]
  -- the Boltzmann factors form a geometric sequence
  have hB : ∀ k : ℕ, Real.exp (-level w k / T)
      = Real.exp (-(w / (2 * T))) * Real.exp (-(w / T)) ^ k := by
    intro k
    rw [← Real.exp_nat_mul, ← Real.exp_add, level]
    congr 1
    ring
  simp only [hB]
  rw [modeEnergy, hE]
  generalize Real.exp (-(w / T)) = r at hr0 hr1 ⊢
  generalize Real.exp (-(w / (2 * T))) = a at ha ⊢
  have h0 := hasSum_geometric_of_lt_one hr0.le hr1
  have h1 := hasSum_coe_mul_geometric_of_norm_lt_one (r := r)
    (by rwa [Real.norm_of_nonneg hr0.le])
  have hN : HasSum (fun k : ℕ => level w k * (a * r ^ k))
      (a * w * (r / (1 - r) ^ 2) + a * w / 2 * (1 - r)⁻¹) := by
    convert (h1.mul_left (a * w)).add (h0.mul_left (a * w / 2)) using 1
    funext k
    rw [level]
    ring
  have hr : 1 - r ≠ 0 := (sub_pos.2 hr1).ne'
  have hP : w / (r⁻¹ - 1) = w * r / (1 - r) := by
    have h : r⁻¹ - 1 = (1 - r) / r := by field_simp
    rw [h, div_div_eq_mul_div]
  rw [hN.tsum_eq, (h0.mul_left a).tsum_eq, hP]
  field_simp
  ring

end

end PhononEquipartition
```

The compiler's answer:

```
Main.lean:20:40: error(lean.unknownIdentifier): Unknown constant `Real.exp_lt_one`
Main.lean:41:4: error: Tactic `apply` failed: could not unify the conclusion of `@funext`
  ?f = ?g
with the goal
  Real.instAddCommMonoid =
    CommRing.toNonUnitalCommRing.toNonUnitalNonAssocCommRing.toNonUnitalNonAssocSemiring.toAddCommMonoid

Note: The full type of `@funext` is
  ∀ {α : Sort ?u.195} {β : α → Sort ?u.194} {f g : (x : α) → β x}, (∀ (x : α), f x = g x) → f = g

case e'_3
w T : ℝ
hw : 0 < w
hT : 0 < T
hE : Real.exp (w / T) = (Real.exp (-(w / T)))⁻¹
hB : ∀ (k : ℕ), Real.exp (-level w k / T) = Real.exp (-(w / (2 * T))) * Real.exp (-(w / T)) ^ k
r : ℝ
hr0 : 0 < r
hr1 : r < 1
a : ℝ
ha : 0 < a
h0 : HasSum (fun n => r ^ n) (1 - r)⁻¹
h1 : HasSum (fun n => ↑n * r ^ n) (r / (1 - r) ^ 2)
⊢ Real.instAddCommMonoid =
    CommRing.toNonUnitalCommRing.toNonUnitalNonAssocCommRing.toNonUnitalNonAssocSemiring.toAddCommMonoid
```

Diagnosis. The first message says that the constant `Real.exp_lt_one` does not exist. The repair uses `Real.exp_lt_one_iff`, whose direction `.2` gives exp(−w/T) < 1 from the negativity of the exponent.

The second error comes from `convert ... using 1`, which compares the two `HasSum` statements argument by argument. One of those arguments is the additive structure on the reals, and `convert` left its equation as a goal. The attempt expected an equation between the summands to come next, but the goal `funext` met was the one between `Real.instAddCommMonoid` and the structure obtained through `CommRing`. `funext` proves equality of functions, so it could not be applied there.

The repair states the equality of the summands separately as `hf`, where `funext`, `rw [level]` and `ring` have the goal they were meant for. After `rw [hf]`, the summand has the form given by adding the two scaled series, and `exact` supplies that sum. The two additive structures are equal by definition, and `exact` checks this itself instead of leaving it as a goal.

Fix (accepted with no message):

```diff
@@ -18,5 +18,5 @@
     (∑' k : ℕ, level w k * Real.exp (-level w k / T)) / (∑' k : ℕ, Real.exp (-level w k / T))
       = modeEnergy w T := by
-  have hr1 : Real.exp (-(w / T)) < 1 := Real.exp_lt_one (neg_lt_zero.2 (div_pos hw hT))
+  have hr1 : Real.exp (-(w / T)) < 1 := Real.exp_lt_one_iff.2 (neg_lt_zero.2 (div_pos hw hT))
   have hr0 : 0 < Real.exp (-(w / T)) := Real.exp_pos _
   have ha : 0 < Real.exp (-(w / (2 * T))) := Real.exp_pos _
@@ -38,8 +38,11 @@
   have hN : HasSum (fun k : ℕ => level w k * (a * r ^ k))
       (a * w * (r / (1 - r) ^ 2) + a * w / 2 * (1 - r)⁻¹) := by
-    convert (h1.mul_left (a * w)).add (h0.mul_left (a * w / 2)) using 1
-    funext k
-    rw [level]
-    ring
+    have hf : (fun k : ℕ => level w k * (a * r ^ k))
+        = fun k : ℕ => a * w * ((k : ℝ) * r ^ k) + a * w / 2 * r ^ k := by
+      funext k
+      rw [level]
+      ring
+    rw [hf]
+    exact (h1.mul_left (a * w)).add (h0.mul_left (a * w / 2))
   have hr : 1 - r ≠ 0 := (sub_pos.2 hr1).ne'
   have hP : w / (r⁻¹ - 1) = w * r / (1 - r) := by
```
